# The Sum of |n|⁻⁶ over ℤ³ beyond a Cube of Half-Width K ≥ 1 Is at Most 26/(3K³)

The 98 points of ℤ³ whose largest absolute coordinate is 2 all lie at distance at least 2 from the origin, so their inverse sixth powers add up to at most 98/64. Bounding every larger cubic shell in the same way, and comparing the bounds with differences of inverse cubes, controls everything that a cutoff leaves out.

```lean
import Mathlib

open Finset

namespace CubicDispersionSum

noncomputable section

/-- A site of the simple cubic lattice, in units of the lattice constant. -/
abbrev Site := ℤ × ℤ × ℤ

/-- The Euclidean distance of a site from the origin. -/
def radius (n : Site) : ℝ := √((n.1 : ℝ) ^ 2 + (n.2.1 : ℝ) ^ 2 + (n.2.2 : ℝ) ^ 2)

/-- The largest absolute coordinate of a site. -/
def maxCoord (n : Site) : ℤ := max |n.1| (max |n.2.1| |n.2.2|)

/-- The inverse sixth power of the distance of a site from the origin. -/
def pairTerm (n : Site) : ℝ := 1 / radius n ^ 6

/-- The cutoff cube: all sites with coordinates between `-K` and `K`. -/
def cube (K : ℕ) : Finset Site :=
  Finset.Icc (-(K : ℤ)) K ×ˢ (Finset.Icc (-(K : ℤ)) K ×ˢ Finset.Icc (-(K : ℤ)) K)

/-- The sites whose largest absolute coordinate exceeds `K`. -/
def exterior (K : ℕ) : Set Site := {n | (K : ℤ) < maxCoord n}

/-- The dispersion sum over the cutoff cube without the origin. -/
def cubeSum (K : ℕ) : ℝ := ∑ n ∈ (cube K).erase 0, pairTerm n

/-- The dispersion energy per atom of the infinite crystal, where `ε` is the strength of the
attraction between nearest neighbours. -/
def latticeEnergy (ε : ℝ) : ℝ := -(ε / 2) * ∑' n : ({0}ᶜ : Set Site), pairTerm n

/-- The dispersion energy per atom with the sum cut off at the cube of half-width `K`. -/
def cutoffEnergy (ε : ℝ) (K : ℕ) : ℝ := -(ε / 2) * cubeSum K

/-- A site lies in the cutoff cube exactly when its largest absolute coordinate is at most `K`. -/
theorem mem_cube (K : ℕ) (n : Site) : n ∈ cube K ↔ maxCoord n ≤ K := by
  simp only [cube, maxCoord, Finset.mem_product, Finset.mem_Icc, max_le_iff, abs_le]

/-- The dispersion sum over the cube is unchanged if the origin is formally included, since
`pairTerm` vanishes there by convention. -/
theorem cubeSum_eq (K : ℕ) : cubeSum K = ∑ n ∈ cube K, pairTerm n :=
  Finset.sum_erase _ (by simp [pairTerm, radius])

/-- The squared distance of a site lies between one and three times the square of its largest
absolute coordinate. -/
theorem maxCoord_sq_bounds (n : Site) :
    (maxCoord n : ℝ) ^ 2 ≤ radius n ^ 2 ∧ radius n ^ 2 ≤ 3 * (maxCoord n : ℝ) ^ 2 := by
  obtain ⟨x, y, z⟩ := n
  have hr : radius (x, y, z) ^ 2 = (x : ℝ) ^ 2 + (y : ℝ) ^ 2 + (z : ℝ) ^ 2 :=
    Real.sq_sqrt (by positivity)
  have key : ∀ M : ℤ, |x| ≤ M → |y| ≤ M → |z| ≤ M → (M = |x| ∨ M = |y| ∨ M = |z|) →
      M ^ 2 ≤ x ^ 2 + y ^ 2 + z ^ 2 ∧ x ^ 2 + y ^ 2 + z ^ 2 ≤ 3 * M ^ 2 := by
    intro M hx hy hz hM
    have h1 := pow_le_pow_left₀ (abs_nonneg x) hx 2
    have h2 := pow_le_pow_left₀ (abs_nonneg y) hy 2
    have h3 := pow_le_pow_left₀ (abs_nonneg z) hz 2
    rw [sq_abs] at h1 h2 h3
    refine ⟨?_, by linarith⟩
    rcases hM with h | h | h <;> rw [h, sq_abs] <;>
      linarith [sq_nonneg x, sq_nonneg y, sq_nonneg z]
  have h := key (maxCoord (x, y, z)) (le_max_left _ _)
    ((le_max_left _ _).trans (le_max_right _ _)) ((le_max_right _ _).trans (le_max_right _ _))
    (by
      rcases max_choice |x| (max |y| |z|) with h | h
      · exact Or.inl h
      · rcases max_choice |y| |z| with h' | h'
        · exact Or.inr (Or.inl (h.trans h'))
        · exact Or.inr (Or.inr (h.trans h')))
  rw [hr]
  exact ⟨by exact_mod_cast h.1, by exact_mod_cast h.2⟩

/-- Enlarging the cube from half-width `m` to `m + 1` adds at least `8 / (9 (m + 1)^4)` and at
most `26 / (m + 1)^4` to the dispersion sum. -/
theorem cubeSum_succ_bounds (m : ℕ) :
    cubeSum m + 8 / (9 * ((m : ℝ) + 1) ^ 4) ≤ cubeSum (m + 1) ∧
      cubeSum (m + 1) ≤ cubeSum m + 26 / ((m : ℝ) + 1) ^ 4 := by
  have hcard (k : ℕ) : (cube k).card = (2 * k + 1) ^ 3 := by
    have h : (Finset.Icc (-(k : ℤ)) k).card = 2 * k + 1 := by
      rw [Int.card_Icc]; omega
    rw [cube, Finset.card_product, Finset.card_product, h]; ring
  have hsub : cube m ⊆ cube (m + 1) := by
    intro n hn
    rw [mem_cube] at hn ⊢
    omega
  -- the number of sites on the shell
  have hc : ((cube (m + 1) \ cube m).card : ℝ) = 24 * ((m : ℝ) + 1) ^ 2 + 2 := by
    have h := Finset.card_sdiff_add_card_eq_card hsub
    rw [hcard, hcard] at h
    have h' : ((cube (m + 1) \ cube m).card : ℝ) + (2 * (m : ℝ) + 1) ^ 3
        = (2 * ((m : ℝ) + 1) + 1) ^ 3 := by exact_mod_cast h
    linear_combination h'
  -- each site on the shell is at a distance comparable to `m + 1`
  have hterm : ∀ n ∈ cube (m + 1) \ cube m,
      1 / (27 * ((m : ℝ) + 1) ^ 6) ≤ pairTerm n ∧ pairTerm n ≤ 1 / ((m : ℝ) + 1) ^ 6 := by
    intro n hn
    rw [Finset.mem_sdiff, mem_cube, mem_cube] at hn
    have hM : maxCoord n = (m : ℤ) + 1 := by omega
    obtain ⟨h1, h2⟩ := maxCoord_sq_bounds n
    rw [hM] at h1 h2
    push_cast at h1 h2
    have h3 : ((m : ℝ) + 1) ^ 6 ≤ radius n ^ 6 := by
      have h := pow_le_pow_left₀ (by positivity) h1 3
      calc ((m : ℝ) + 1) ^ 6 = (((m : ℝ) + 1) ^ 2) ^ 3 := by ring
        _ ≤ (radius n ^ 2) ^ 3 := h
        _ = radius n ^ 6 := by ring
    have h4 : radius n ^ 6 ≤ 27 * ((m : ℝ) + 1) ^ 6 := by
      have h := pow_le_pow_left₀ (by positivity) h2 3
      calc radius n ^ 6 = (radius n ^ 2) ^ 3 := by ring
        _ ≤ (3 * ((m : ℝ) + 1) ^ 2) ^ 3 := h
        _ = 27 * ((m : ℝ) + 1) ^ 6 := by ring
    have h5 : 0 < ((m : ℝ) + 1) ^ 6 := by positivity
    exact ⟨one_div_le_one_div_of_le (h5.trans_le h3) h4, one_div_le_one_div_of_le h5 h3⟩
  have hup := Finset.sum_le_card_nsmul _ _ _ (fun n hn => (hterm n hn).2)
  have hlo := Finset.card_nsmul_le_sum _ _ _ (fun n hn => (hterm n hn).1)
  rw [nsmul_eq_mul, hc, mul_one_div] at hup hlo
  have hsplit := Finset.sum_sdiff (f := pairTerm) hsub
  rw [← cubeSum_eq, ← cubeSum_eq] at hsplit
  have hr : (1 : ℝ) ≤ (m : ℝ) + 1 := by linarith [Nat.cast_nonneg (α := ℝ) m]
  generalize (m : ℝ) + 1 = r at hup hlo hr ⊢
  have hr0 : 0 < r := by linarith
  have h4 : 0 < r ^ 4 := by positivity
  have e1 : (24 * r ^ 2 + 2) / r ^ 6 ≤ 26 / r ^ 4 := by
    rw [div_le_div_iff₀ (by positivity) h4]
    nlinarith [mul_le_mul_of_nonneg_right (one_le_pow₀ hr : 1 ≤ r ^ 2) h4.le]
  have e2 : 8 / (9 * r ^ 4) ≤ (24 * r ^ 2 + 2) / (27 * r ^ 6) := by
    rw [div_le_div_iff₀ (by positivity) (by positivity)]
    nlinarith [h4]
  constructor <;> linarith

/-- The inverse sixth powers are summable over the lattice, and the whole sum exceeds the sum
over the cube of half-width `K ≥ 1` by at most `26 / (3 K^3)`. -/
theorem summable_and_tsum_le (K : ℕ) (hK : 1 ≤ K) :
    Summable pairTerm ∧ ∑' n, pairTerm n ≤ cubeSum K + 26 / (3 * (K : ℝ) ^ 3) := by
  have hK0 : (0 : ℝ) < K := by exact_mod_cast hK
  have hnn : ∀ n, 0 ≤ pairTerm n := fun n => by unfold pairTerm radius; positivity
  -- the shell bounds telescope
  have hcube : ∀ j : ℕ, cubeSum (K + j) ≤
      cubeSum K + 26 / 3 * (1 / (K : ℝ) ^ 3 - 1 / ((K : ℝ) + j) ^ 3) := by
    intro j
    induction j with
    | zero => simp
    | succ j ih =>
      have h := (cubeSum_succ_bounds (K + j)).2
      rw [show K + (j + 1) = K + j + 1 from rfl]
      push_cast at h ⊢
      rw [← add_assoc (K : ℝ) (j : ℝ) 1]
      have hm : (0 : ℝ) < (K : ℝ) + j := by positivity
      generalize (K : ℝ) + j = x at h ih hm ⊢
      have e : 26 / 3 * (1 / x ^ 3 - 1 / (x + 1) ^ 3) - 26 / (x + 1) ^ 4
          = 26 / 3 * ((6 * x ^ 2 + 4 * x + 1) / (x ^ 3 * (x + 1) ^ 4)) := by
        field_simp
        ring
      have hp : 0 ≤ 26 / 3 * ((6 * x ^ 2 + 4 * x + 1) / (x ^ 3 * (x + 1) ^ 4)) := by
        positivity
      linarith
  -- every finite set of sites fits into a cube
  have hfin : ∀ s : Finset Site,
      ∑ n ∈ s, pairTerm n ≤ cubeSum K + 26 / (3 * (K : ℝ) ^ 3) := by
    intro s
    have hs : s ⊆ cube (K + s.sup (fun n => (maxCoord n).toNat)) := by
      intro n hn
      have h : (maxCoord n).toNat ≤ s.sup (fun n => (maxCoord n).toNat) :=
        Finset.le_sup (f := fun n => (maxCoord n).toNat) hn
      rw [mem_cube]
      omega
    have h1 := Finset.sum_le_sum_of_subset_of_nonneg hs (fun n _ _ => hnn n)
    rw [← cubeSum_eq] at h1
    have h2 := hcube (s.sup (fun n => (maxCoord n).toNat))
    have h3 : 0 ≤ 1 / ((K : ℝ) + (s.sup (fun n => (maxCoord n).toNat) : ℕ)) ^ 3 := by
      positivity
    have h4 : 26 / (3 * (K : ℝ) ^ 3) = 26 / 3 * (1 / (K : ℝ) ^ 3) := by ring
    linarith
  have hsum : Summable pairTerm := summable_of_sum_le hnn hfin
  exact ⟨hsum, hsum.tsum_le_of_sum_le hfin⟩

/-- The sum over the sites outside the cube is the whole lattice sum minus the cube sum. -/
theorem tail_eq (K : ℕ) :
    ∑' n : exterior K, pairTerm n = ∑' n, pairTerm n - cubeSum K := by
  have he : exterior K = ((cube K : Finset Site) : Set Site)ᶜ := by
    ext n
    simp [exterior, mem_cube]
  have h := (summable_and_tsum_le 1 le_rfl).1.sum_add_tsum_compl (s := cube K)
  rw [← cubeSum_eq] at h
  rw [he]
  linarith

/-- Truncation error of the cubic dispersion sum: for `K ≥ 1` the inverse sixth powers of the
distances of all sites with largest absolute coordinate above `K` are summable, with sum at most
`26 / (3 K^3)`. -/
theorem dispersion_tail_le (K : ℕ) (hK : 1 ≤ K) :
    Summable (fun n : exterior K => 1 / radius n ^ 6) ∧
      ∑' n : exterior K, 1 / radius n ^ 6 ≤ 26 / (3 * (K : ℝ) ^ 3) := by
  obtain ⟨hs, hle⟩ := summable_and_tsum_le K hK
  refine ⟨hs.subtype (exterior K), ?_⟩
  have h := tail_eq K
  change ∑' n : exterior K, pairTerm n ≤ _
  linarith

/-- The truncation error of the cubic dispersion sum is at least `8 / (27 (K + 1)^3)`. -/
theorem le_dispersion_tail (K : ℕ) :
    8 / (27 * ((K : ℝ) + 1) ^ 3) ≤ ∑' n : exterior K, 1 / radius n ^ 6 := by
  change _ ≤ ∑' n : exterior K, pairTerm n
  rw [tail_eq]
  have hcube : ∀ j : ℕ, cubeSum K +
      8 / 27 * (1 / ((K : ℝ) + 1) ^ 3 - 1 / ((K : ℝ) + j + 1) ^ 3) ≤ cubeSum (K + j) := by
    intro j
    induction j with
    | zero => simp
    | succ j ih =>
      have h := (cubeSum_succ_bounds (K + j)).1
      rw [show K + (j + 1) = K + j + 1 from rfl]
      push_cast at h ⊢
      rw [← add_assoc (K : ℝ) (j : ℝ) 1]
      have hm : (0 : ℝ) < (K : ℝ) + j + 1 := by positivity
      generalize (K : ℝ) + j + 1 = r at h ih hm ⊢
      have e : 8 / (9 * r ^ 4) - 8 / 27 * (1 / r ^ 3 - 1 / (r + 1) ^ 3)
          = 8 / 27 * ((6 * r ^ 2 + 8 * r + 3) / (r ^ 4 * (r + 1) ^ 3)) := by
        field_simp
        ring
      have hp : 0 ≤ 8 / 27 * ((6 * r ^ 2 + 8 * r + 3) / (r ^ 4 * (r + 1) ^ 3)) := by
        positivity
      linarith
  -- let the outer cube grow
  refine le_of_forall_pos_le_add fun δ hδ => ?_
  obtain ⟨j, hj⟩ := exists_nat_one_div_lt hδ
  have h1 := (summable_and_tsum_le 1 le_rfl).1.sum_le_tsum (cube (K + j))
    (fun n _ => by unfold pairTerm radius; positivity)
  rw [← cubeSum_eq] at h1
  have hK0 : (0 : ℝ) ≤ K := Nat.cast_nonneg K
  have hj0 : (0 : ℝ) ≤ j := Nat.cast_nonneg j
  have h2 : (K : ℝ) + j + 1 ≤ ((K : ℝ) + j + 1) ^ 3 :=
    le_self_pow₀ (by linarith) (by norm_num)
  have h3 : 1 / ((K : ℝ) + j + 1) ^ 3 ≤ 1 / ((j : ℝ) + 1) :=
    one_div_le_one_div_of_le (by positivity) (by linarith)
  have h4 : 8 / (27 * ((K : ℝ) + 1) ^ 3) = 8 / 27 * (1 / ((K : ℝ) + 1) ^ 3) := by
    rw [div_mul_div_comm, mul_one]
  linarith [hcube j]

/-- For a nearest-neighbour attraction `ε ≥ 0` and `K ≥ 1`, the cutoff energy per atom lies above
the energy of the infinite crystal by at least `4 ε / (27 (K + 1)^3)` and at most
`13 ε / (3 K^3)`. -/
theorem cutoffEnergy_error (ε : ℝ) (hε : 0 ≤ ε) (K : ℕ) (hK : 1 ≤ K) :
    4 * ε / (27 * ((K : ℝ) + 1) ^ 3) ≤ cutoffEnergy ε K - latticeEnergy ε ∧
      cutoffEnergy ε K - latticeEnergy ε ≤ 13 * ε / (3 * (K : ℝ) ^ 3) := by
  have hfull : ∑' n : ({0}ᶜ : Set Site), pairTerm n = ∑' n, pairTerm n := by
    apply tsum_subtype_eq_of_support_subset
    intro n hn h0
    have h0' : n = 0 := h0
    apply hn
    rw [h0']
    simp [pairTerm, radius]
  have hdiff : cutoffEnergy ε K - latticeEnergy ε
      = ε / 2 * ∑' n : exterior K, 1 / radius n ^ 6 := by
    change _ = ε / 2 * ∑' n : exterior K, pairTerm n
    rw [tail_eq, cutoffEnergy, latticeEnergy, hfull]
    ring
  have hε2 : 0 ≤ ε / 2 := by linarith
  rw [hdiff]
  constructor
  · calc 4 * ε / (27 * ((K : ℝ) + 1) ^ 3) = ε / 2 * (8 / (27 * ((K : ℝ) + 1) ^ 3)) := by ring
      _ ≤ _ := mul_le_mul_of_nonneg_left (le_dispersion_tail K) hε2
  · calc _ ≤ ε / 2 * (26 / (3 * (K : ℝ) ^ 3)) :=
          mul_le_mul_of_nonneg_left (dispersion_tail_le K hK).2 hε2
      _ = 13 * ε / (3 * (K : ℝ) ^ 3) := by ring

end

end CubicDispersionSum
```

```lean
#print axioms CubicDispersionSum.cubeSum_succ_bounds
#print axioms CubicDispersionSum.cutoffEnergy_error
```

```
'CubicDispersionSum.cubeSum_succ_bounds' depends on axioms: [propext, Classical.choice, Quot.sound]
'CubicDispersionSum.cutoffEnergy_error' depends on axioms: [propext, Classical.choice, Quot.sound]
```

## The tail beyond the cube

A `Site` is a triple of integers, a point of the simple cubic lattice with the lattice constant as unit of length. For a site n = (x, y, z), `radius n` is the Euclidean norm |n|, and `maxCoord n` is M = max(|x|, |y|, |z|). The finite set `cube K` holds the sites with M ≤ K, and `exterior K` holds those with M > K.

The main theorem, `dispersion_tail_le`, takes a natural number K with K ≥ 1. It states that the family |n|⁻⁶ over `exterior K` is summable and that

Σ_{M(n) > K} |n|⁻⁶ ≤ 26/(3K³).

The companion `le_dispersion_tail` bounds the same sum from below by 8/(27(K+1)³), for K = 0 as well. Together the two bounds show that the truncation error falls as the inverse cube of K, so no upper bound of faster decay is possible.

## Dispersion energy per atom

Two neutral atoms attract each other through correlated fluctuations of their charge distributions. The energy is proportional to −1/r⁶ when the separation r is large compared with the size of the atoms but small enough for retardation to be negligible; the model uses this form at all distances. The parameter ε is the strength of this attraction between nearest neighbours. In terms of the usual coefficient C₆ and the lattice constant a, it is C₆/a⁶; its value is an input.

With identical atoms at rest on all sites, the energy per atom is −ε/2 times the lattice sum without the origin. The factor 1/2 assigns half of each pair energy to each partner. This is `latticeEnergy ε`, and `cutoffEnergy ε K` is the same expression with the sum restricted to the cube. Write E for `latticeEnergy ε` and E_cut(K) for `cutoffEnergy ε K`. For ε ≥ 0 and K ≥ 1, `cutoffEnergy_error` states

4ε/(27(K+1)³) ≤ E_cut(K) − E ≤ 13ε/(3K³).

The cutoff energy is too high because attractive pairs are missing. For a static simple cubic crystal with purely pairwise r⁻⁶ attraction, this gives a guaranteed error bar for the dispersion energy per atom when the sum is cut off at a cube.

The model has no short-range repulsion, damping, retardation, three-body terms or thermal motion. The cutoff is a cube, whereas many simulations use a sphere.

## Bounds for one shell

The square of the largest absolute coordinate M is one of the three terms in x² + y² + z², and none of the terms exceeds it. Hence

M² ≤ |n|² ≤ 3M².

This is `maxCoord_sq_bounds`. Its proof establishes the inequality for integers, with a case distinction on which coordinate attains the maximum, and then transfers it to real numbers.

Now let r = m + 1 and consider the shell M = r, which is added when the cube grows from half-width m to m + 1. A cube of half-width k contains (2k+1)³ sites, so the shell contains

(2r+1)³ − (2r−1)³ = 24r² + 2

sites. Cubing the bounds on |n|² gives r⁶ ≤ |n|⁶ ≤ 27r⁶ on the shell, and its contribution S_r therefore satisfies

(24r² + 2)/(27r⁶) ≤ S_r ≤ (24r² + 2)/r⁶.

On the right, r ≥ 1 gives 2 ≤ 2r², hence S_r ≤ 26/r⁴. On the left, dropping the 2 gives S_r ≥ 8/(9r⁴). These are the two halves of `cubeSum_succ_bounds`. There `hc` is the site count, `hterm` bounds a single term, and `e1` and `e2` are the two simplifications.

The direct sum `cubeSum` omits the origin. Lean evaluates 1/0 as 0, so `cubeSum_eq` can put the origin back without changing the value, which simplifies the splitting of cubes into shells.

## From shells to the infinite sum

For x > 0,

1/x³ − 1/(x+1)³ − 3/(x+1)⁴ = (6x² + 4x + 1)/(x³(x+1)⁴) ≥ 0.

Multiplying by 26/3 shows that the shell r = x + 1 contributes at most (26/3)(1/x³ − 1/(x+1)³). Summed over x = K, …, K+j−1, the intermediate terms cancel. Writing C(K) for the cube sum, we obtain

C(K+j) ≤ C(K) + (26/3)(1/K³ − 1/(K+j)³) ≤ C(K) + 26/(3K³).

In `summable_and_tsum_le` this is the induction `hcube`, with the identity above as `e`. The condition K ≥ 1 keeps 1/K³ finite.

Every finite set of sites lies in some cube, and all terms are nonnegative. Every finite partial sum is therefore at most C(K) + 26/(3K³), which is `hfin`. A nonnegative family with bounded finite sums is summable, and its total obeys the same bound. By `tail_eq`, the sum over the exterior is the total minus C(K), and the main theorem follows.

The lower bound uses a similar identity, for r > 0:

3/r⁴ − (1/r³ − 1/(r+1)³) = (6r² + 8r + 3)/(r⁴(r+1)³) ≥ 0.

Multiplying by 8/27 and summing over r = K+1, …, K+j gives

C(K+j) ≥ C(K) + (8/27)(1/(K+1)³ − 1/(K+j+1)³).

The total is at least C(K+j) for every j. As j grows, the last fraction tends to zero, and what remains is 8/(27(K+1)³). Lean carries out this limit by allowing an arbitrary error δ > 0 and choosing j with 1/(j+1) < δ.

For the energies, `hdiff` shows that E_cut(K) − E is ε/2 times the tail. Multiplying both tail bounds by ε/2 ≥ 0 gives `cutoffEnergy_error`.

## The cube of half-width 2

The innermost shell has 6 sites at |n|² = 1, 12 at 2 and 8 at 3, so

C(1) = 6 + 12/8 + 8/27 ≈ 7.7963.

The 98 sites of the next shell are distributed as follows:

|n|² = 4: 6 sites, contributing 6/64 ≈ 0.0938
|n|² = 5: 24 sites, contributing 24/125 = 0.1920
|n|² = 6: 24 sites, contributing 24/216 ≈ 0.1111
|n|² = 8: 12 sites, contributing 12/512 ≈ 0.0234
|n|² = 9: 24 sites, contributing 24/729 ≈ 0.0329
|n|² = 12: 8 sites, contributing 8/1728 ≈ 0.0046

They add about 0.4579, which lies between the shell bounds 8/(9·16) ≈ 0.056 and 26/16 = 1.625. Hence C(2) ≈ 8.2541. For K = 2 the tail lies between 8/729 ≈ 0.011 and 26/24 ≈ 1.083, which places the full lattice sum between 8.265 and 9.338.
